# Eliminating the potential from a piezoelectric plane wave adds $gg^{\mathsf T}/\varepsilon$ to the Christoffel matrix

Let $G$ be a real square matrix, $g$ a real vector, and $L$ and $\varepsilon\neq 0$ real numbers. A displacement $u$ and a potential amplitude $f$ satisfy

$$Gu+fg=Lu,\qquad g\cdot u=\varepsilon f$$

if and only if

$$f=\frac{g\cdot u}{\varepsilon},\qquad \Big(G+\frac{gg^{\mathsf T}}{\varepsilon}\Big)u=Lu .$$

If $\varepsilon>0$, the Rayleigh quotient $u\cdot Gu/u\cdot u$ of a nonzero $u$ never decreases when $G$ is replaced by the new matrix, and it stays the same only when $g\cdot u=0$. For zinc blende along [110], $g=(0,0,e_{14})$: the eigenvalue $C_{44}$ of the shear wave polarised along [001] becomes $C_{44}+e_{14}^2/\varepsilon$, and the other two eigenpairs are unchanged.

```lean
import Mathlib

open Matrix

namespace PiezoelectricStiffening

noncomputable section

variable {n : Type*}
```

The index type `n` labels the displacement components. In a crystal there are three, but the general results hold for any finite number. The new matrix, called stiffened, has entries $G_{ij}+g_ig_j/\varepsilon$.

```lean
/-- The stiffened Christoffel matrix `G + g gᵀ / eps`, for nonzero permittivity `eps`. -/
def stiffened (G : Matrix n n ℝ) (g : n → ℝ) (eps : ℝ) : Matrix n n ℝ :=
  G + eps⁻¹ • vecMulVec g g
```

The definition accepts every real `eps`. At zero, Lean's convention for the inverse makes the added term vanish, so statements below without a condition on `eps` have physical content only for $\varepsilon\neq0$.

## From the field equations to two algebraic conditions

Take a displacement field $u\,e^{i(\kappa q\cdot x-\omega t)}$ and a potential $f\,e^{i(\kappa q\cdot x-\omega t)}$, with $q$ a unit vector. Write $U$ and $\phi$ for these fields, $C_{ijlm}$ for the elastic constants at fixed electric field, $e_{lij}$ for the piezoelectric constants and $\varepsilon$ for an isotropic permittivity at fixed strain. With the electric field $-\nabla\phi$, and repeated indices summed, the stress and the electric displacement are

$$T_{ij}=C_{ijlm}\partial_mU_l+e_{lij}\partial_l\phi,\qquad D_l=e_{lij}\partial_jU_i-\varepsilon\,\partial_l\phi .$$

Newton's law $\rho\,\partial_t^2U_i=\partial_jT_{ij}$, with mass density $\rho$, and the absence of free charge, $\partial_lD_l=0$, each bring down a factor $-\kappa^2$. Dividing it out gives the two conditions of the opening, with

$$G_{il}=C_{ijlm}q_jq_m,\qquad g_i=e_{lij}q_lq_j,\qquad L=\rho\,\omega^2/\kappa^2 .$$

Thus $L$ is density times squared phase velocity.

```lean
variable [Fintype n]

/-- The coupled equations for a displacement `u` and a potential amplitude `f`:
the equation of motion `G u + f g = L u` and the electrostatic condition `g · u = eps f`. -/
def IsCoupledWave (G : Matrix n n ℝ) (g : n → ℝ) (eps L : ℝ) (u : n → ℝ) (f : ℝ) : Prop :=
  G *ᵥ u + f • g = L • u ∧ g ⬝ᵥ u = eps * f
```

`IsCoupledWave` starts from the algebraic conditions; the derivation from the field equations is the physical reading of them. It assumes a linear, lossless medium without free carriers and a quasi-static electric field. In Lean, `*ᵥ` is a matrix acting on a vector and `⬝ᵥ` is the dot product.

A polarisation must be nonzero to count as a mode, since $u=0$ would satisfy $Gu=Lu$ for every $L$.

```lean
/-- A nonzero polarisation `u` is a mode of `G` with eigenvalue `L`. -/
def IsMode (G : Matrix n n ℝ) (L : ℝ) (u : n → ℝ) : Prop :=
  u ≠ 0 ∧ G *ᵥ u = L • u
```

## The potential adds a term along $g$

The added matrix acts on $u$ as

$$\frac1\varepsilon\sum_j g_ig_ju_j=\frac{g\cdot u}{\varepsilon}\,g_i .$$

```lean
/-- The stiffened matrix acts on `u` as `G u` plus the vector `g` multiplied by `(g · u) / eps`. -/
theorem stiffened_mulVec (G : Matrix n n ℝ) (g u : n → ℝ) (eps : ℝ) :
    stiffened G g eps *ᵥ u = G *ᵥ u + ((g ⬝ᵥ u) / eps) • g := by
  ext i
  have h : (vecMulVec g g *ᵥ u) i = g i * (g ⬝ᵥ u) := by
    simp [Matrix.mulVec, dotProduct, vecMulVec_apply, Finset.mul_sum, mul_assoc]
  simp only [stiffened, Matrix.add_mulVec, Matrix.smul_mulVec, Pi.add_apply,
    Pi.smul_apply, smul_eq_mul, h]
  ring
```

The local statement `h` is this sum with $g_i$ pulled out, and `ring` rearranges the factor $1/\varepsilon$.

Now eliminate $f$. The electrostatic condition gives $f=g\cdot u/\varepsilon$. Inserting this in the equation of motion gives $Gu+\frac{g\cdot u}{\varepsilon}g=Lu$, whose left side is the stiffened matrix acting on $u$. Conversely, the formula for $f$ returns the electrostatic condition on multiplication by $\varepsilon$, and the stiffened equation returns the equation of motion.

```lean
/-- Elimination of the potential: the coupled equations hold exactly when `f = g · u / eps`
and `u` solves the purely elastic equation with the stiffened matrix. -/
theorem coupled_iff_stiffened (G : Matrix n n ℝ) (g u : n → ℝ) {eps : ℝ} (heps : eps ≠ 0)
    (L f : ℝ) :
    IsCoupledWave G g eps L u f ↔
      f = (g ⬝ᵥ u) / eps ∧ stiffened G g eps *ᵥ u = L • u := by
  constructor
  · rintro ⟨h1, h2⟩
    have hf : f = (g ⬝ᵥ u) / eps := (eq_div_iff heps).2 (by rw [h2]; ring)
    refine ⟨hf, ?_⟩
    rw [stiffened_mulVec, ← hf]
    exact h1
  · rintro ⟨hf, h⟩
    rw [stiffened_mulVec, ← hf] at h
    exact ⟨h, by rw [hf]; field_simp⟩
```

The two bullets of the proof are these two directions. Division by $\varepsilon$ uses `heps`; neither its sign nor any symmetry of $G$ enters.

## Rayleigh quotients and the sign of $\varepsilon$

Taking the dot product of the stiffened action with $u$ gives

$$u\cdot\Big(G+\frac{gg^{\mathsf T}}{\varepsilon}\Big)u=u\cdot Gu+\frac{(g\cdot u)^2}{\varepsilon}.$$

Let $\varepsilon>0$ and $u\neq0$. If $r$ and $r'$ are the quotients before and after, then

$$r'-r=\frac{(g\cdot u)^2}{\varepsilon\,(u\cdot u)}\ge0,$$

with equality exactly when $g\cdot u=0$.

```lean
/-- For positive permittivity the Rayleigh quotient `r'` of the stiffened matrix is at least
the quotient `r` of `G`, with equality exactly when `g · u = 0`. -/
theorem rayleigh_le_stiffened (G : Matrix n n ℝ) (g u : n → ℝ) {eps r r' : ℝ}
    (heps : 0 < eps) (hu : u ≠ 0) (hr : u ⬝ᵥ (G *ᵥ u) = r * (u ⬝ᵥ u))
    (hr' : u ⬝ᵥ (stiffened G g eps *ᵥ u) = r' * (u ⬝ᵥ u)) :
    r ≤ r' ∧ (r = r' ↔ g ⬝ᵥ u = 0) := by
  have hnn : 0 ≤ u ⬝ᵥ u := Finset.sum_nonneg fun i _ => mul_self_nonneg (u i)
  have hpos : 0 < u ⬝ᵥ u :=
    lt_of_le_of_ne hnn (Ne.symm fun h => hu (dotProduct_self_eq_zero.1 h))
  -- the quadratic form gains the electrostatic term
  have key : r' * (u ⬝ᵥ u) = r * (u ⬝ᵥ u) + (g ⬝ᵥ u) ^ 2 / eps := by
    rw [← hr', ← hr, stiffened_mulVec, dotProduct_add, dotProduct_smul, smul_eq_mul,
      dotProduct_comm u g]
    ring
  have hq : 0 ≤ (g ⬝ᵥ u) ^ 2 / eps := by positivity
  refine ⟨le_of_mul_le_mul_right (by linarith) hpos, fun h => ?_, fun h => ?_⟩
  · rw [h] at key
    have h0 : (g ⬝ᵥ u) ^ 2 / eps = 0 := by linarith
    rcases div_eq_zero_iff.1 h0 with h1 | h1
    · exact (pow_eq_zero_iff two_ne_zero).1 h1
    · exact absurd h1 heps.ne'
  · exact mul_right_cancel₀ hpos.ne' (by rw [key, h]; ring)
```

The hypotheses `hr` and `hr'` define the quotients without division, as numbers satisfying $u\cdot Gu=r\,(u\cdot u)$ and its stiffened version. For $u=0$ they would leave $r$ and $r'$ arbitrary, so `hu` is needed. In the proof, `key` is the identity for the quadratic form, and cancelling the positive number $u\cdot u$ gives both conclusions. The comparison is made at one fixed $u$.

## Polarisations orthogonal or parallel to $g$

If $g\cdot u=0$, the extra term vanishes and the two eigenvalue equations coincide.

```lean
/-- A polarisation orthogonal to `g` is a mode of the stiffened matrix exactly when it is a
mode of `G`, with the same eigenvalue. -/
theorem isMode_stiffened_iff (G : Matrix n n ℝ) (g u : n → ℝ) (eps L : ℝ)
    (h : g ⬝ᵥ u = 0) : IsMode (stiffened G g eps) L u ↔ IsMode G L u := by
  simp only [IsMode, stiffened_mulVec, h, zero_div, zero_smul, add_zero]
```

If instead $g=au$ for a mode $u$ of $G$ with eigenvalue $c$, then

$$Gu+\frac{a\,(u\cdot u)}{\varepsilon}\,a\,u=\Big(c+\frac{a^2(u\cdot u)}{\varepsilon}\Big)u .$$

For a unit polarisation the change is $a^2/\varepsilon$, a rise when $\varepsilon>0$ and $a\neq0$.

```lean
/-- If the coupling vector is `a u` for a mode `u` of `G`, then `u` remains a mode and its
eigenvalue changes by `a² (u · u) / eps`. -/
theorem isMode_stiffened_parallel {G : Matrix n n ℝ} {u : n → ℝ} {c : ℝ}
    (h : IsMode G c u) (a eps : ℝ) :
    IsMode (stiffened G (a • u) eps) (c + a ^ 2 * (u ⬝ᵥ u) / eps) u := by
  refine ⟨h.1, ?_⟩
  rw [stiffened_mulVec, h.2, smul_dotProduct, smul_smul, ← add_smul]
  congr 1
  simp only [smul_eq_mul]
  ring
```

## Zinc blende along [110]

Number the cubic axes 0, 1, 2, as Lean does. Cubic symmetry leaves three elastic constants, $C_{11}$, $C_{12}$ and $C_{44}$. Contracting the elastic tensor twice with $q$ gives, for example,

$$G_{00}=C_{11}q_0^2+C_{44}(q_1^2+q_2^2),\qquad G_{01}=(C_{12}+C_{44})\,q_0q_1,$$

and the other entries follow by permuting the axes.

```lean
/-- The Christoffel matrix of a cubic crystal for the propagation direction `q`. -/
def cubicChristoffel (C11 C12 C44 : ℝ) (q : Fin 3 → ℝ) : Matrix (Fin 3) (Fin 3) ℝ :=
  !![C11 * q 0 ^ 2 + C44 * (q 1 ^ 2 + q 2 ^ 2), (C12 + C44) * (q 0 * q 1),
      (C12 + C44) * (q 0 * q 2);
    (C12 + C44) * (q 0 * q 1), C11 * q 1 ^ 2 + C44 * (q 0 ^ 2 + q 2 ^ 2),
      (C12 + C44) * (q 1 * q 2);
    (C12 + C44) * (q 0 * q 2), (C12 + C44) * (q 1 * q 2),
      C11 * q 2 ^ 2 + C44 * (q 0 ^ 2 + q 1 ^ 2)]
```

In zinc blende the piezoelectric tensor is nonzero only when its three indices are all different, and then equals $e_{14}$. Two terms contribute to each component of $g$, so

$$g=2e_{14}\,(q_1q_2,\;q_0q_2,\;q_0q_1).$$

```lean
/-- The piezoelectric coupling vector of zinc blende for the propagation direction `q`. -/
def zincBlendeCoupling (e14 : ℝ) (q : Fin 3 → ℝ) : Fin 3 → ℝ :=
  ![2 * e14 * (q 1 * q 2), 2 * e14 * (q 0 * q 2), 2 * e14 * (q 0 * q 1)]
```

These two definitions are where the crystal's symmetry enters; the tensor contractions behind them are done by hand. The chosen direction is $q=(1,1,0)/\sqrt2$.

```lean
/-- The unit vector along [110]. -/
def dir110 : Fin 3 → ℝ := ![1 / Real.sqrt 2, 1 / Real.sqrt 2, 0]
```

Here $q_0^2=q_1^2=q_0q_1=\tfrac12$ and $q_2=0$, hence

$$G=\begin{pmatrix}\frac{C_{11}+C_{44}}2&\frac{C_{12}+C_{44}}2&0\\ \frac{C_{12}+C_{44}}2&\frac{C_{11}+C_{44}}2&0\\0&0&C_{44}\end{pmatrix},\qquad g=(0,0,e_{14}).$$

```lean
/-- The Christoffel matrix and the coupling vector of zinc blende along [110]. -/
theorem zincBlende_110 (C11 C12 C44 e14 : ℝ) :
    cubicChristoffel C11 C12 C44 dir110 =
      !![(C11 + C44) / 2, (C12 + C44) / 2, 0; (C12 + C44) / 2, (C11 + C44) / 2, 0; 0, 0, C44] ∧
    zincBlendeCoupling e14 dir110 = ![0, 0, e14] := by
  have hs : (1 / Real.sqrt 2) ^ 2 = 1 / 2 := by
    rw [div_pow, Real.sq_sqrt (by norm_num)]
    norm_num
  have h0 : dir110 0 = 1 / Real.sqrt 2 := rfl
  have h1 : dir110 1 = 1 / Real.sqrt 2 := rfl
  have h2 : dir110 2 = 0 := rfl
  constructor
  · simp only [cubicChristoffel, h0, h1, h2, ← pow_two, hs]
    ext i j
    fin_cases i <;> fin_cases j <;> norm_num <;> ring
  · simp only [zincBlendeCoupling, h0, h1, h2, ← pow_two, hs]
    ext i
    fin_cases i <;> norm_num
    ring
```

The value $\tfrac12$ is `hs`; `fin_cases` then checks the entries one by one.

The sum and the difference of the first two columns give the in-plane modes:

$$G(1,1,0)^{\mathsf T}=\tfrac{C_{11}+C_{12}+2C_{44}}2\,(1,1,0)^{\mathsf T},\qquad G(1,-1,0)^{\mathsf T}=\tfrac{C_{11}-C_{12}}2\,(1,-1,0)^{\mathsf T}.$$

The normalised polarisations are $(1,\pm1,0)/\sqrt2$, with the same eigenvalues. Both are orthogonal to $g$ and therefore unaffected. The third mode, $(0,0,1)$, has eigenvalue $C_{44}$ and satisfies $g=e_{14}(0,0,1)$, so its eigenvalue becomes $C_{44}+e_{14}^2/\varepsilon$.

```lean
/-- Along [110] the modes (1,1,0) and (1,-1,0) have the same eigenvalues with and without
piezoelectric coupling, while that of (0,0,1) goes from `C44` to `C44 + e14² / eps`. -/
theorem zincBlende_110_modes (C11 C12 C44 e14 eps : ℝ) :
    let G := cubicChristoffel C11 C12 C44 dir110
    let D := stiffened G (zincBlendeCoupling e14 dir110) eps
    (IsMode G ((C11 + C12 + 2 * C44) / 2) ![1, 1, 0] ∧
      IsMode D ((C11 + C12 + 2 * C44) / 2) ![1, 1, 0]) ∧
    (IsMode G ((C11 - C12) / 2) ![1, -1, 0] ∧ IsMode D ((C11 - C12) / 2) ![1, -1, 0]) ∧
    (IsMode G C44 ![0, 0, 1] ∧ IsMode D (C44 + e14 ^ 2 / eps) ![0, 0, 1]) := by
  intro G D
  obtain ⟨hG, hg⟩ := zincBlende_110 C11 C12 C44 e14
  have m1 : IsMode G ((C11 + C12 + 2 * C44) / 2) ![1, 1, 0] := by
    refine ⟨fun h => by simpa using congrFun h 0, ?_⟩
    simp only [G, hG]
    ext i
    fin_cases i <;> simp [Matrix.mulVec, dotProduct, Fin.sum_univ_succ] <;> ring
  have m2 : IsMode G ((C11 - C12) / 2) ![1, -1, 0] := by
    refine ⟨fun h => by simpa using congrFun h 0, ?_⟩
    simp only [G, hG]
    ext i
    fin_cases i <;> simp [Matrix.mulVec, dotProduct, Fin.sum_univ_succ] <;> ring
  have m3 : IsMode G C44 ![0, 0, 1] := by
    refine ⟨fun h => by simpa using congrFun h 2, ?_⟩
    simp only [G, hG]
    ext i
    fin_cases i <;> simp [Matrix.mulVec, dotProduct, Fin.sum_univ_succ]
  refine ⟨⟨m1, (isMode_stiffened_iff _ _ _ _ _ ?_).2 m1⟩,
    ⟨m2, (isMode_stiffened_iff _ _ _ _ _ ?_).2 m2⟩, m3, ?_⟩
  · rw [hg]
    simp [dotProduct, Fin.sum_univ_succ]
  · rw [hg]
    simp [dotProduct, Fin.sum_univ_succ]
  · -- the coupling vector is parallel to the third mode
    have hp : zincBlendeCoupling e14 dir110 = e14 • ![0, 0, 1] := by
      rw [hg]
      simp
    simp only [D, hp]
    convert isMode_stiffened_parallel m3 e14 eps using 1
    simp [dotProduct, Fin.sum_univ_succ]
```

In the statement, `G` is the elastic matrix and `D` the stiffened one. The facts `m1`, `m2` and `m3` are the elastic modes; the orthogonal and parallel cases above carry them over to `D`.

This result also exposes a wrong shortcut: replacing $C_{44}$ by $C_{44}+e_{14}^2/\varepsilon$ throughout the Christoffel matrix. That would raise the longitudinal eigenvalue $(C_{11}+C_{12}+2C_{44})/2$ by $e_{14}^2/\varepsilon$ as well, although the longitudinal wave does not couple to the potential. The correction belongs to the matrix for a given direction, and is not a new elastic constant.

To see that no eigenvalue is missing, subtract $L$ times the identity and take the determinant. The in-plane block contributes a difference of squares,

$$\Big(\tfrac{C_{11}+C_{44}}2-L\Big)^2-\Big(\tfrac{C_{12}+C_{44}}2\Big)^2=\Big(\tfrac{C_{11}+C_{12}+2C_{44}}2-L\Big)\Big(\tfrac{C_{11}-C_{12}}2-L\Big),$$

and the remaining diagonal entry contributes $C_{44}+e_{14}^2/\varepsilon-L$.

```lean
/-- The secular determinant of the stiffened matrix along [110] is a product of three factors linear
in `L`. -/
theorem zincBlende_110_secular (C11 C12 C44 e14 eps L : ℝ) :
    (stiffened (cubicChristoffel C11 C12 C44 dir110) (zincBlendeCoupling e14 dir110) eps
      - L • (1 : Matrix (Fin 3) (Fin 3) ℝ)).det =
    ((C11 + C12 + 2 * C44) / 2 - L) * ((C11 - C12) / 2 - L) * (C44 + e14 ^ 2 / eps - L) := by
  obtain ⟨hG, hg⟩ := zincBlende_110 C11 C12 C44 e14
  rw [hG, hg, Matrix.det_fin_three]
  -- pass to entries before evaluating the explicit vectors and matrices
  simp only [stiffened, Matrix.sub_apply, Matrix.add_apply, Matrix.smul_apply,
    vecMulVec_apply, Matrix.one_apply, smul_eq_mul]
  simp
  ring
```

The proof expands the $3\times3$ determinant and compares polynomials, so all three roots are accounted for, with multiplicity.

Finally, restore the potential. For $u=(0,0,1)$, $g\cdot u=e_{14}$, so the potential amplitude per unit displacement is $f=e_{14}/\varepsilon$.

```lean
/-- Along [110] the displacement (0,0,1) with potential amplitude `e14 / eps` solves the
coupled equations with eigenvalue `C44 + e14² / eps`. -/
theorem zincBlende_110_coupledWave (C11 C12 C44 e14 : ℝ) {eps : ℝ} (heps : eps ≠ 0) :
    IsCoupledWave (cubicChristoffel C11 C12 C44 dir110) (zincBlendeCoupling e14 dir110) eps
      (C44 + e14 ^ 2 / eps) ![0, 0, 1] (e14 / eps) := by
  refine (coupled_iff_stiffened _ _ _ heps _ _).2
    ⟨?_, (zincBlende_110_modes C11 C12 C44 e14 eps).2.2.2.2⟩
  rw [(zincBlende_110 C11 C12 C44 e14).2]
  simp [dotProduct, Fin.sum_univ_succ]

end

end PiezoelectricStiffening
```

```lean
#print axioms PiezoelectricStiffening.rayleigh_le_stiffened
#print axioms PiezoelectricStiffening.zincBlende_110_secular
#print axioms PiezoelectricStiffening.zincBlende_110_coupledWave
```

```
'PiezoelectricStiffening.rayleigh_le_stiffened' depends on axioms: [propext, Classical.choice, Quot.sound]
'PiezoelectricStiffening.zincBlende_110_secular' depends on axioms: [propext, Classical.choice, Quot.sound]
'PiezoelectricStiffening.zincBlende_110_coupledWave' depends on axioms: [propext, Classical.choice, Quot.sound]
```

## Sound velocities from computed constants

In a program, one contracts the elastic and piezoelectric tensors with $q$ to obtain $G$ and $g$, adds the outer product of $g$ with itself divided by $\varepsilon$, and diagonalises the resulting symmetric matrix. The phase velocities are $\sqrt{L/\rho}$ for positive $L$. This holds for an isotropic permittivity, as in zinc blende; for a permittivity tensor $\varepsilon_{lm}$ the divisor is $q_l\varepsilon_{lm}q_m$ instead. In SI units $\varepsilon$ is the absolute permittivity, so a relative permittivity must first be multiplied by the vacuum value.

Electronic-structure calculations can supply the constants, and within this linear, long-wavelength, quasi-static model the outer product turns elastic constants at zero macroscopic field into the stiffness felt by a plane wave. For acoustic waves all three sets of constants should include the relaxation of the ions within the cell, with the permittivity still taken at fixed strain.
